# Closed forms for det(1 − vP) and the residue of W with a single transition

Take a real symmetric interaction matrix $v$ and one electronic transition with real density vector $\rho$ and bare energy $D>0$. Let $K=\rho^Tv\rho\ge 0$ be the self-interaction of the transition density, and set

$$P(w)=\frac{4D}{w^2-D^2}\,\rho\rho^T,\qquad \Omega=\sqrt{D(D+4K)} .$$

Then, for every real frequency $w$ with $w^2\neq D^2$,

$$\det(1-vP(w))=\frac{w^2-\Omega^2}{w^2-D^2},$$

and the screened interaction $W(w)=(1-vP(w))^{-1}v$ satisfies

$$(w-\Omega)\,W(w)\;\to\;\frac{2D}{\Omega}\,(v\rho)(v\rho)^T\qquad (w\to\Omega,\ w\ne\Omega).$$

The energy $D$ is the gap between an occupied and an empty orbital. The condition $K\ge0$ says that the transition density has non-negative electrostatic self-energy, as it does for a positive semidefinite Coulomb matrix. The system is taken to be closed-shell, so both spin channels have the same $\rho$ and $D$. The factor 4 combines these two channels with the resonant and antiresonant terms, $\frac{1}{w-D}-\frac{1}{w+D}=\frac{2D}{w^2-D^2}$.

## Pole strengths in a GW code

Some GW codes first solve the random-phase eigenvalue problem and then assemble

$$W(w)-v=\sum_s g_sg_s^T\left(\frac1{w-\Omega_s}-\frac1{w+\Omega_s}\right),$$

where $\Omega_s$ are the excitation energies and $g_s$ the coupling vectors. Others form $1-vP(w)$ at each frequency and solve a linear system. For a single transition on the real axis, the closed form of $W$ derived below is a reference for both routes. The first, restricted to spin-singlet excitations, should give the energy $\Omega$ and $g=\pm\sqrt{2D/\Omega}\;v\rho$, where the sign is arbitrary because only $gg^T$ enters $W$. The second should give the matching values of $W(w)$.

For $K>0$ this tests the prefactors: if the spin factor is lost, $4D$ becomes $2D$ and the pole moves to $\sqrt{D(D+2K)}$. The linear-system route also needs care near $w=D$: the non-zero entries of $P$ diverge there, although for $K>0$ the screened interaction stays bounded.

## From a rank-one polarizability to the shifted pole

Write $u=v\rho$, $c=4D/(w^2-D^2)$ and $d=4D/(w^2-\Omega^2)$. Since $D>0$ and $K\ge0$, the number $D(D+4K)$ is positive, so $\Omega>0$ and $\Omega^2=D^2+4DK$.

**Determinant.** The dielectric matrix is $1-vP=1-c\,u\rho^T$. It leaves every vector $x$ with $\rho^Tx=0$ unchanged, and in general

$$\rho^T(1-c\,u\rho^T)x=(1-cK)\,\rho^Tx .$$

Its determinant is therefore $1-cK$, which also holds for $\rho=0$. Hence

$$\det(1-vP)=\frac{w^2-D^2-4DK}{w^2-D^2}=\frac{w^2-\Omega^2}{w^2-D^2}.$$

**Inverse.** Suppose also that $w^2\ne\Omega^2$, so that the determinant is non-zero. Symmetry of $v$ gives $\rho^Tv=u^T$, and

$$(1-c\,u\rho^T)(v+d\,uu^T)=v+(d-c-cdK)\,uu^T .$$

The bracket vanishes, because $d(1-cK)=d\,\frac{w^2-\Omega^2}{w^2-D^2}=c$. Multiplying by the inverse from the left yields

$$W(w)=v+\frac{4D}{w^2-\Omega^2}\,uu^T .$$

**Residue.** Since $w^2-\Omega^2=(w-\Omega)(w+\Omega)$,

$$(w-\Omega)W(w)=(w-\Omega)v+\frac{4D}{w+\Omega}\,uu^T\;\to\;\frac{2D}{\Omega}\,uu^T .$$

**Screening of the transition density.** Applying $W$ to $\rho$ and using $u^T\rho=K$,

$$W(w)\rho=(1+dK)\,u=\frac{w^2-D^2}{w^2-\Omega^2}\,v\rho .$$

If $K>0$, then $\Omega\neq D$ and the right-hand side tends to zero as $w\to D$. At the bare transition energy the potential of the transition density is completely screened.

## Two basis functions, by hand

Let $v=\begin{pmatrix}2&1\\1&2\end{pmatrix}$, $\rho=(1,0)^T$ and $D=1$. Then $K=2$, $\Omega=3$ and $u=(2,1)^T$. At $w=2$,

$$1-vP=\begin{pmatrix}-5/3&0\\-4/3&1\end{pmatrix},\qquad \det(1-vP)=-\frac53=\frac{4-9}{4-1}.$$

The closed form gives

$$W(2)=v-\frac45\begin{pmatrix}4&2\\2&1\end{pmatrix}=\begin{pmatrix}-1.2&-0.6\\-0.6&1.2\end{pmatrix},$$

and multiplying by $1-vP$ returns $v$. The residue at $w=3$ is $\frac23\begin{pmatrix}4&2\\2&1\end{pmatrix}$.

## The Lean development

```lean
import Mathlib

open Matrix Filter Topology

namespace ScreenedInteractionPole

noncomputable section

variable {n : Type*} [Fintype n]

/-- The self-interaction `K = ρᵀ v ρ` of a transition density `ρ`. -/
def coupling (v : Matrix n n ℝ) (ρ : n → ℝ) : ℝ := ρ ⬝ᵥ (v *ᵥ ρ)

/-- The polarizability `4D ρρᵀ / (w² - D²)` of a single transition of energy `D`,
for frequencies with `w² ≠ D²`. -/
def polarizability (D : ℝ) (ρ : n → ℝ) (w : ℝ) : Matrix n n ℝ :=
  (4 * D / (w ^ 2 - D ^ 2)) • vecMulVec ρ ρ

/-- The shifted excitation energy `Ω = √(D (D + 4K))`. -/
def plasmon (v : Matrix n n ℝ) (D : ℝ) (ρ : n → ℝ) : ℝ :=
  √(D * (D + 4 * coupling v ρ))

/-- For `D > 0` and `K ≥ 0` the shifted energy is positive, and its square is `D (D + 4K)`. -/
theorem plasmon_pos_and_sq (v : Matrix n n ℝ) {D : ℝ} (ρ : n → ℝ) (hD : 0 < D)
    (hK : 0 ≤ coupling v ρ) :
    0 < plasmon v D ρ ∧ plasmon v D ρ ^ 2 = D * (D + 4 * coupling v ρ) := by
  have h : 0 < D * (D + 4 * coupling v ρ) := by positivity
  exact ⟨Real.sqrt_pos.mpr h, Real.sq_sqrt h.le⟩

variable [DecidableEq n]

/-- The dielectric matrix `1 - v P(w)`, for frequencies with `w² ≠ D²`. -/
def dielectric (v : Matrix n n ℝ) (D : ℝ) (ρ : n → ℝ) (w : ℝ) : Matrix n n ℝ :=
  1 - v * polarizability D ρ w

/-- The screened interaction `W(w) = (1 - v P(w))⁻¹ v`, for frequencies with `w² ≠ D²` at which
the dielectric matrix is invertible. -/
def screened (v : Matrix n n ℝ) (D : ℝ) (ρ : n → ℝ) (w : ℝ) : Matrix n n ℝ :=
  (dielectric v D ρ w)⁻¹ * v

/-- The dielectric matrix is the identity minus a multiple of `(vρ)ρᵀ`. -/
theorem dielectric_eq (v : Matrix n n ℝ) (D : ℝ) (ρ : n → ℝ) (w : ℝ) :
    dielectric v D ρ w = 1 - (4 * D / (w ^ 2 - D ^ 2)) • vecMulVec (v *ᵥ ρ) ρ := by
  rw [dielectric, polarizability, Matrix.mul_smul, Matrix.mul_vecMulVec]

/-- Off the bare poles the determinant of the dielectric matrix is
`(w² - Ω²) / (w² - D²)`. -/
theorem det_dielectric (v : Matrix n n ℝ) {D : ℝ} (ρ : n → ℝ) (hD : 0 < D)
    (hK : 0 ≤ coupling v ρ) {w : ℝ} (hw : w ^ 2 ≠ D ^ 2) :
    (dielectric v D ρ w).det = (w ^ 2 - plasmon v D ρ ^ 2) / (w ^ 2 - D ^ 2) := by
  -- determinant of a rank-one perturbation of the identity
  have hdet : ∀ (c : ℝ) (a b : n → ℝ),
      (1 - c • vecMulVec a b : Matrix n n ℝ).det = 1 - c * (b ⬝ᵥ a) := by
    intro c a b
    have h : (1 - c • vecMulVec a b : Matrix n n ℝ)
        = 1 + replicateCol Unit ((-c) • a) * replicateRow Unit b := by
      rw [← Matrix.vecMulVec_eq Unit]
      ext i j
      simp only [Matrix.sub_apply, Matrix.add_apply, Matrix.smul_apply,
        Matrix.vecMulVec_apply, Pi.smul_apply, smul_eq_mul]
      ring
    rw [h, Matrix.det_one_add_replicateCol_mul_replicateRow, dotProduct_smul, smul_eq_mul]
    ring
  have hp : w ^ 2 - D ^ 2 ≠ 0 := sub_ne_zero.mpr hw
  have hc : 4 * D / (w ^ 2 - D ^ 2) * (w ^ 2 - D ^ 2) = 4 * D := div_mul_cancel₀ _ hp
  rw [dielectric_eq, hdet, (plasmon_pos_and_sq v ρ hD hK).2, eq_div_iff hp, coupling]
  linear_combination (-(ρ ⬝ᵥ (v *ᵥ ρ))) * hc

/-- Away from `±D` and `±Ω` the screened interaction is the bare one plus
`4D / (w² - Ω²)` times `(vρ)(vρ)ᵀ`. -/
theorem screened_eq {v : Matrix n n ℝ} (hv : v.IsSymm) {D : ℝ} (ρ : n → ℝ) (hD : 0 < D)
    (hK : 0 ≤ coupling v ρ) {w : ℝ} (hw : w ^ 2 ≠ D ^ 2) (hw' : w ^ 2 ≠ plasmon v D ρ ^ 2) :
    screened v D ρ w = v + (4 * D / (w ^ 2 - plasmon v D ρ ^ 2)) •
      vecMulVec (v *ᵥ ρ) (v *ᵥ ρ) := by
  have hp : w ^ 2 - D ^ 2 ≠ 0 := sub_ne_zero.mpr hw
  have hq : w ^ 2 - plasmon v D ρ ^ 2 ≠ 0 := sub_ne_zero.mpr hw'
  have hunit : IsUnit (dielectric v D ρ w).det := by
    rw [det_dielectric v ρ hD hK hw]
    exact (div_ne_zero hq hp).isUnit
  have hsymm : ρ ᵥ* v = v *ᵥ ρ := by
    have h := Matrix.vecMul_transpose v ρ
    rwa [hv.eq] at h
  have hAv : vecMulVec (v *ᵥ ρ) ρ * v = vecMulVec (v *ᵥ ρ) (v *ᵥ ρ) := by
    rw [Matrix.vecMulVec_mul, hsymm]
  have rank1 : ∀ a b c e : n → ℝ,
      vecMulVec a b * vecMulVec c e = (b ⬝ᵥ c) • vecMulVec a e := by
    intro a b c e
    ext i j
    simp only [Matrix.mul_apply, Matrix.vecMulVec_apply, Matrix.smul_apply, smul_eq_mul,
      dotProduct, Finset.sum_mul]
    exact Finset.sum_congr rfl fun k _ => by ring
  have hAB : vecMulVec (v *ᵥ ρ) ρ * vecMulVec (v *ᵥ ρ) (v *ᵥ ρ)
      = coupling v ρ • vecMulVec (v *ᵥ ρ) (v *ᵥ ρ) := rank1 _ _ _ _
  -- the scalar identity behind the shift of the pole
  have key : ∀ p q K : ℝ, p ≠ 0 → q ≠ 0 → q = p - 4 * D * K →
      4 * D / q - 4 * D / p - 4 * D / p * (4 * D / q) * K = 0 := by
    intro p q K h1 h2 h
    have e1 := mul_inv_cancel₀ h1
    have e2 := mul_inv_cancel₀ h2
    simp only [div_eq_mul_inv]
    linear_combination (-4 * D * p⁻¹ * q⁻¹) * h - 4 * D * q⁻¹ * e1 + 4 * D * p⁻¹ * e2
  have hs := key _ _ (coupling v ρ) hp hq (by
    rw [(plasmon_pos_and_sq v ρ hD hK).2]; ring)
  have hmul : dielectric v D ρ w * (v + (4 * D / (w ^ 2 - plasmon v D ρ ^ 2)) •
      vecMulVec (v *ᵥ ρ) (v *ᵥ ρ)) = v := by
    rw [dielectric_eq]
    generalize 4 * D / (w ^ 2 - plasmon v D ρ ^ 2) = d at hs ⊢
    generalize 4 * D / (w ^ 2 - D ^ 2) = c at hs ⊢
    rw [sub_mul, one_mul, mul_add, smul_mul_assoc, smul_mul_assoc, mul_smul_comm, hAv, hAB]
    generalize vecMulVec (v *ᵥ ρ) (v *ᵥ ρ) = B
    calc _ = v + (d - c - c * d * coupling v ρ) • B := by module
      _ = v := by rw [hs, zero_smul, add_zero]
  have h := Matrix.nonsing_inv_mul_cancel_left (dielectric v D ρ w)
    (v + (4 * D / (w ^ 2 - plasmon v D ρ ^ 2)) • vecMulVec (v *ᵥ ρ) (v *ᵥ ρ)) hunit
  rwa [hmul] at h

/-- Frequencies close to `a`, but different from `a`, avoid the two points `±b`. -/
theorem eventually_sq_ne (a b : ℝ) : ∀ᶠ w in 𝓝[≠] a, w ^ 2 ≠ b ^ 2 := by
  have h : ∀ c : ℝ, ∀ᶠ w in 𝓝[≠] a, w ≠ c := by
    intro c
    rcases eq_or_ne a c with rfl | hc
    · exact self_mem_nhdsWithin
    · exact mem_nhdsWithin_of_mem_nhds (isOpen_ne.mem_nhds hc)
  filter_upwards [h b, h (-b)] with w h1 h2 h3
  exact (sq_eq_sq_iff_eq_or_eq_neg.mp h3).elim h1 h2

/-- Off the bare poles `det (1 - vP) = (w² - Ω²) / (w² - D²)`, and the screened interaction has
residue `(2D/Ω) (vρ)(vρ)ᵀ` at `w = Ω`. -/
theorem screened_interaction_pole {v : Matrix n n ℝ} (hv : v.IsSymm) {D : ℝ} (ρ : n → ℝ)
    (hD : 0 < D) (hK : 0 ≤ coupling v ρ) :
    (∀ w : ℝ, w ^ 2 ≠ D ^ 2 →
      (dielectric v D ρ w).det = (w ^ 2 - plasmon v D ρ ^ 2) / (w ^ 2 - D ^ 2)) ∧
    Tendsto (fun w => (w - plasmon v D ρ) • screened v D ρ w) (𝓝[≠] (plasmon v D ρ))
      (𝓝 ((2 * D / plasmon v D ρ) • vecMulVec (v *ᵥ ρ) (v *ᵥ ρ))) := by
  refine ⟨fun w hw => det_dielectric v ρ hD hK hw, ?_⟩
  have hpos := (plasmon_pos_and_sq v ρ hD hK).1
  have hform := fun w => screened_eq hv ρ hD hK (w := w)
  generalize plasmon v D ρ = Ω at hpos hform ⊢
  have hne : Ω + Ω ≠ 0 := by positivity
  have hval : 4 * D / (Ω + Ω) = 2 * D / Ω := by
    rw [div_eq_div_iff hne hpos.ne']
    ring
  -- after cancelling `w - Ω` the function is continuous at `Ω`
  have h1 : ContinuousAt (fun w : ℝ => 4 * D / (w + Ω)) Ω :=
    ContinuousAt.div (by fun_prop) (by fun_prop) hne
  have h2 : ContinuousAt (fun w : ℝ => w - Ω) Ω := by fun_prop
  have hc : ContinuousAt (fun w : ℝ => (w - Ω) • v +
      (4 * D / (w + Ω)) • vecMulVec (v *ᵥ ρ) (v *ᵥ ρ)) Ω :=
    (h2.smul continuousAt_const).add (h1.smul continuousAt_const)
  have ht := hc.tendsto.mono_left (nhdsWithin_le_nhds (s := {Ω}ᶜ))
  simp only [sub_self, zero_smul, zero_add, hval] at ht
  refine ht.congr' ?_
  filter_upwards [eventually_sq_ne Ω D, eventually_sq_ne Ω Ω] with w hw hw'
  have ha : w + Ω ≠ 0 := fun h => hw' (by linear_combination (w - Ω) * h)
  have hs : (w - Ω) * (4 * D / (w ^ 2 - Ω ^ 2)) = 4 * D / (w + Ω) := by
    rw [← mul_div_assoc, div_eq_div_iff (sub_ne_zero.mpr hw') ha]
    ring
  rw [hform w hw hw', smul_add, smul_smul, hs]

/-- The screened potential of the transition density is its bare potential `vρ` times
`(w² - D²) / (w² - Ω²)`. -/
theorem screened_mulVec {v : Matrix n n ℝ} (hv : v.IsSymm) {D : ℝ} (ρ : n → ℝ) (hD : 0 < D)
    (hK : 0 ≤ coupling v ρ) {w : ℝ} (hw : w ^ 2 ≠ D ^ 2) (hw' : w ^ 2 ≠ plasmon v D ρ ^ 2) :
    screened v D ρ w *ᵥ ρ
      = ((w ^ 2 - D ^ 2) / (w ^ 2 - plasmon v D ρ ^ 2)) • (v *ᵥ ρ) := by
  have hact : ∀ (d : ℝ) (u : n → ℝ),
      (v + d • vecMulVec u u) *ᵥ ρ = v *ᵥ ρ + (d * (u ⬝ᵥ ρ)) • u := by
    intro d u
    ext i
    simp only [Matrix.mulVec, dotProduct, Matrix.add_apply, Matrix.smul_apply,
      Matrix.vecMulVec_apply, Pi.add_apply, Pi.smul_apply, smul_eq_mul, add_mul,
      Finset.sum_add_distrib, Finset.mul_sum, Finset.sum_mul]
    congr 1
    exact Finset.sum_congr rfl fun k _ => by ring
  have hq : w ^ 2 - plasmon v D ρ ^ 2 ≠ 0 := sub_ne_zero.mpr hw'
  have hc : 4 * D / (w ^ 2 - plasmon v D ρ ^ 2) * (w ^ 2 - plasmon v D ρ ^ 2) = 4 * D :=
    div_mul_cancel₀ _ hq
  have hs : (w ^ 2 - D ^ 2) / (w ^ 2 - plasmon v D ρ ^ 2)
      = 1 + 4 * D / (w ^ 2 - plasmon v D ρ ^ 2) * coupling v ρ := by
    rw [div_eq_iff hq]
    linear_combination (plasmon_pos_and_sq v ρ hD hK).2 - coupling v ρ * hc
  have hcomm : (v *ᵥ ρ) ⬝ᵥ ρ = coupling v ρ := dotProduct_comm _ _
  rw [screened_eq hv ρ hD hK hw hw', hact, hcomm, hs, add_smul, one_smul]

/-- If `K > 0`, the screened potential of the transition density tends to zero as the frequency
approaches the bare transition energy `D`. -/
theorem complete_screening_at_bare_energy {v : Matrix n n ℝ} (hv : v.IsSymm) {D : ℝ}
    (ρ : n → ℝ) (hD : 0 < D) (hK : 0 < coupling v ρ) :
    Tendsto (fun w => screened v D ρ w *ᵥ ρ) (𝓝[≠] D) (𝓝 0) := by
  have hne : D ^ 2 - plasmon v D ρ ^ 2 ≠ 0 := by
    rw [(plasmon_pos_and_sq v ρ hD hK.le).2]
    have h := mul_pos hD hK
    exact ne_of_lt (by linarith)
  have h1 : ContinuousAt
      (fun w : ℝ => (w ^ 2 - D ^ 2) / (w ^ 2 - plasmon v D ρ ^ 2)) D :=
    ContinuousAt.div (by fun_prop) (by fun_prop) hne
  have hc : ContinuousAt (fun w : ℝ =>
      ((w ^ 2 - D ^ 2) / (w ^ 2 - plasmon v D ρ ^ 2)) • (v *ᵥ ρ)) D :=
    h1.smul continuousAt_const
  have ht := hc.tendsto.mono_left (nhdsWithin_le_nhds (s := {D}ᶜ))
  simp only [sub_self, zero_div, zero_smul] at ht
  refine ht.congr' ?_
  filter_upwards [eventually_sq_ne D D, eventually_sq_ne D (plasmon v D ρ)] with w hw hw'
  exact (screened_mulVec hv ρ hD hK.le hw hw').symm

end

end ScreenedInteractionPole
```

```lean
#print axioms ScreenedInteractionPole.screened_interaction_pole
#print axioms ScreenedInteractionPole.complete_screening_at_bare_energy
```

```
'ScreenedInteractionPole.screened_interaction_pole' depends on axioms: [propext, Classical.choice, Quot.sound]
'ScreenedInteractionPole.complete_screening_at_bare_energy' depends on axioms: [propext, Classical.choice, Quot.sound]
```

## How the Lean statements encode the physics

The finite type `n` labels the basis functions, `v` is a real matrix and `ρ` a real vector. The notation `*ᵥ` is matrix times vector, `⬝ᵥ` is the dot product, and `vecMulVec a b` is $ab^T$. The definitions `coupling`, `polarizability`, `plasmon`, `dielectric` and `screened` are $K$, $P$, $\Omega$, $1-vP$ and $W$. Despite its name, `plasmon` is the shifted energy of one transition; no collective mode of many transitions is involved.

The main theorem, `screened_interaction_pole`, assumes `v.IsSymm`, `0 < D` and `0 ≤ coupling v ρ`. Its first part is the determinant formula for all real `w` with `w ^ 2 ≠ D ^ 2`. Its second part is the limit of $(w-\Omega)W(w)$, where `𝓝[≠]` means that `w` approaches $\Omega$ without being equal to it. The positivity of $\Omega$ and the formula for its square are in `plasmon_pos_and_sq`.

The docstrings of the other theorems do not repeat all hypotheses: `det_dielectric`, `screened_eq` and `screened_mulVec` also assume $D>0$ and $K\ge0$, and the last two of these need a symmetric `v`. `complete_screening_at_bare_energy` assumes a symmetric `v`, $D>0$ and $K>0$.

The last two theorems are the screening results. `complete_screening_at_bare_energy` is a limit and not a value at $D$: Lean sets division by zero to zero, so the defined $P(D)$ is the zero matrix and carries no physics.

## How the proof follows the algebra

`dielectric_eq` exposes the rank-one form. `det_dielectric` rewrites it as the identity plus a column times a row, applies Mathlib's determinant formula for that shape, and closes the remaining scalar identity with `linear_combination`.

In `screened_eq`, `hsymm` is $\rho^Tv=(v\rho)^T$, `key` is $d-c-cdK=0$, and `hmul` is the product check. The determinant formula supplies invertibility (`hunit`), which allows the inverse to be cancelled.

For the residue, the proof shows that the expression with $w-\Omega$ already cancelled is continuous at $\Omega$. `eventually_sq_ne` guarantees that nearby frequencies avoid $\pm D$ and $\pm\Omega$, and `congr'` then transfers the limit to $(w-\Omega)W(w)$. This argument also covers $K=0$, where $\Omega=D$. `screened_mulVec` applies the closed form to $\rho$, and the complete-screening theorem uses the same continuity argument at $D$.

## One transition, real frequencies, exact arithmetic

The theorems concern a single transition in a finite real basis. With several transitions $P$ is a sum of such terms, which $v$ couples, so in general the poles cannot be shifted one at a time by this formula. Complex frequencies, the infinitesimal broadening of time-ordered quantities, the self-energy and rounding errors are not treated.

The form of $P$ is a definition, not derived from orbitals or a Hamiltonian, and $K\ge0$ is a hypothesis that the input has to meet. A code with an indefinite approximate Coulomb matrix may violate it.

The residue can be zero: if $v\rho=0$, then $W=v$ away from $\pm D$ and there is no pole at all. For a positive semidefinite $v$ this is exactly the case $K=0$.
